# The purity lost in an unread projective measurement is the squared Hilbert–Schmidt distance between the states before and after

When a projective measurement is performed and its outcome discarded, a state \(\rho\) becomes \(\sigma=\sum_k P_k\rho P_k\) and may lose purity; to say how much, one must first choose what counts as a measurement and as a state. Here a measurement is a finite family of Hermitian, mutually orthogonal matrices \(P_k\) summing to the identity, and a state is any Hermitian complex matrix, with positivity and unit trace left out because the result doesn't need them.

```lean
import Mathlib

open scoped Matrix

namespace UnreadMeasurement

variable {ι n : Type*} [Fintype ι] [Fintype n]

/-- The matrix `∑ P_k ρ P_k`. When `P` is a projective measurement, this is what `ρ` becomes if the
outcome is not read. -/
def unread (P : ι → Matrix n n ℂ) (ρ : Matrix n n ℂ) : Matrix n n ℂ :=
  ∑ k, P k * ρ * P k

/-- For a Hermitian matrix, `Tr A²` is the sum of the squared moduli of all entries. -/
theorem trace_sq_eq_sum {A : Matrix n n ℂ} (hA : A.IsHermitian) :
    (A * A).trace = ((∑ i, ∑ j, ‖A i j‖ ^ 2 : ℝ) : ℂ) := by
  simp only [Matrix.trace, Matrix.diag_apply, Matrix.mul_apply]
  push_cast
  refine Finset.sum_congr rfl fun i _ => Finset.sum_congr rfl fun j _ => ?_
  rw [← hA.apply j i, ← Complex.ofReal_pow, ← Complex.normSq_eq_norm_sq]
  exact Complex.mul_conj _

variable [DecidableEq n]

/-- A projective measurement: Hermitian matrices `P_k` that are mutually orthogonal and
sum to the identity. -/
structure IsProjectiveMeasurement (P : ι → Matrix n n ℂ) : Prop where
  hermitian : ∀ k, (P k).IsHermitian
  orthogonal : ∀ j k, j ≠ k → P j * P k = 0
  complete : ∑ k, P k = 1

namespace IsProjectiveMeasurement

variable {P : ι → Matrix n n ℂ}

/-- Each element of a projective measurement is idempotent, `P_k² = P_k`. -/
theorem idem (h : IsProjectiveMeasurement P) (k : ι) : P k * P k = P k := by
  calc P k * P k = ∑ j, P k * P j :=
        (Finset.sum_eq_single k (fun j _ hj => h.orthogonal k j hj.symm)
          (fun hk => absurd (Finset.mem_univ k) hk)).symm
    _ = P k := by rw [← Finset.mul_sum, h.complete, mul_one]

/-- Multiplying the matrix `unread P A` by `P_k`, from the left or from the right, leaves only the
block `P_k A P_k`. -/
theorem block (h : IsProjectiveMeasurement P) (A : Matrix n n ℂ) (k : ι) :
    P k * unread P A = P k * A * P k ∧ unread P A * P k = P k * A * P k := by
  constructor
  · rw [unread, Finset.mul_sum, Finset.sum_eq_single k]
    · rw [← mul_assoc, ← mul_assoc, h.idem k]
    · intro j _ hj
      rw [← mul_assoc, ← mul_assoc, h.orthogonal k j hj.symm, zero_mul, zero_mul]
    · exact fun hk => absurd (Finset.mem_univ k) hk
  · rw [unread, Finset.sum_mul, Finset.sum_eq_single k]
    · rw [mul_assoc, h.idem k]
    · intro j _ hj
      rw [mul_assoc, h.orthogonal j k hj, mul_zero]
    · exact fun hk => absurd (Finset.mem_univ k) hk

/-- For a projective measurement `P`, the trace of `A` times `unread P B` does not change when `A`
is replaced by `unread P A`. -/
theorem trace_mul_unread (h : IsProjectiveMeasurement P) (A B : Matrix n n ℂ) :
    (A * unread P B).trace = (unread P A * unread P B).trace := by
  -- cyclicity of the trace merges the two outer projectors of each block
  have key : ∀ k, (P k * A * P k * unread P B).trace = (A * (P k * B * P k)).trace := by
    intro k
    rw [mul_assoc (P k * A), (h.block B k).1, mul_assoc (P k) A,
      Matrix.trace_mul_comm (P k), mul_assoc A, mul_assoc (P k * B), h.idem]
  calc (A * unread P B).trace = ∑ k, (A * (P k * B * P k)).trace := by
        rw [unread, Finset.mul_sum, Matrix.trace_sum]
    _ = ∑ k, (P k * A * P k * unread P B).trace :=
        Finset.sum_congr rfl fun k _ => (key k).symm
    _ = (unread P A * unread P B).trace := by
        change _ = ((∑ k, P k * A * P k) * unread P B).trace
        rw [Finset.sum_mul, Matrix.trace_sum]

/-- The drop of `Tr A²` in an unread projective measurement is `Tr (A - σ)²`, with `σ` the measured
matrix; this holds for every square matrix `A`. -/
theorem purity_loss (h : IsProjectiveMeasurement P) (A : Matrix n n ℂ) :
    (A * A).trace - (unread P A * unread P A).trace
      = ((A - unread P A) * (A - unread P A)).trace := by
  have h1 := h.trace_mul_unread A A
  have h2 := Matrix.trace_mul_comm (unread P A) A
  simp only [sub_mul, mul_sub, Matrix.trace_sub]
  linear_combination 2 * h1 + h2

/-- An unread measurement leaves a matrix unchanged exactly when the matrix commutes with
every projector. -/
theorem unread_eq_self_iff (h : IsProjectiveMeasurement P) (A : Matrix n n ℂ) :
    unread P A = A ↔ ∀ k, P k * A = A * P k := by
  constructor
  · intro e k
    have hb := (h.block A k).1.trans (h.block A k).2.symm
    rwa [e] at hb
  · intro c
    calc unread P A = ∑ k, A * P k :=
          Finset.sum_congr rfl fun k _ => by rw [c k, mul_assoc, h.idem]
      _ = A := by rw [← Finset.mul_sum, h.complete, mul_one]

/-- An unread projective measurement takes Hermitian matrices to Hermitian matrices. -/
theorem unread_isHermitian (h : IsProjectiveMeasurement P) {ρ : Matrix n n ℂ}
    (hρ : ρ.IsHermitian) : (unread P ρ).IsHermitian := by
  rw [Matrix.IsHermitian, unread, Matrix.conjTranspose_sum]
  refine Finset.sum_congr rfl fun k _ => ?_
  rw [Matrix.conjTranspose_mul, Matrix.conjTranspose_mul, (h.hermitian k).eq, hρ.eq,
    mul_assoc]

/-- For Hermitian `ρ` and its unread measured state `σ`, the purity loss
`Tr ρ² - Tr σ²` equals `Tr (ρ - σ)²`, and it vanishes if and only if `ρ` commutes with
every projector. -/
theorem purity_loss_eq_and_zero_iff (h : IsProjectiveMeasurement P) {ρ : Matrix n n ℂ}
    (hρ : ρ.IsHermitian) :
    (ρ * ρ).trace - (unread P ρ * unread P ρ).trace
        = ((ρ - unread P ρ) * (ρ - unread P ρ)).trace ∧
      ((ρ * ρ).trace - (unread P ρ * unread P ρ).trace = 0
        ↔ ∀ k, P k * ρ = ρ * P k) := by
  refine ⟨h.purity_loss ρ, ?_⟩
  rw [h.purity_loss ρ, ← h.unread_eq_self_iff ρ]
  constructor
  · intro e
    rw [trace_sq_eq_sum (hρ.sub (h.unread_isHermitian hρ)), Complex.ofReal_eq_zero] at e
    -- a vanishing sum of squared moduli forces every entry of ρ - σ to vanish
    ext i j
    have h1 : ∑ j, ‖(ρ - unread P ρ) i j‖ ^ 2 = 0 :=
      (Finset.sum_eq_zero_iff_of_nonneg (fun i _ => by positivity)).1 e i
        (Finset.mem_univ i)
    have h2 : ‖(ρ - unread P ρ) i j‖ ^ 2 = 0 :=
      (Finset.sum_eq_zero_iff_of_nonneg (fun j _ => by positivity)).1 h1 j
        (Finset.mem_univ j)
    have h3 : (ρ - unread P ρ) i j = 0 := norm_eq_zero.1 (pow_eq_zero_iff two_ne_zero |>.1 h2)
    rw [Matrix.sub_apply] at h3
    exact (sub_eq_zero.1 h3).symm
  · intro e
    rw [e, sub_self, zero_mul, Matrix.trace_zero]

/-- The purity of a Hermitian `ρ` drops strictly in an unread measurement exactly when
some projector fails to commute with `ρ`. -/
theorem purity_lt_iff (h : IsProjectiveMeasurement P) {ρ : Matrix n n ℂ}
    (hρ : ρ.IsHermitian) :
    (unread P ρ * unread P ρ).trace.re < (ρ * ρ).trace.re
      ↔ ∃ k, P k * ρ ≠ ρ * P k := by
  obtain ⟨e, z⟩ := h.purity_loss_eq_and_zero_iff hρ
  rw [trace_sq_eq_sum (hρ.sub (h.unread_isHermitian hρ))] at e
  rw [e, Complex.ofReal_eq_zero] at z
  have er := congrArg Complex.re e
  rw [Complex.sub_re, Complex.ofReal_re] at er
  have s0 : 0 ≤ ∑ i, ∑ j, ‖(ρ - unread P ρ) i j‖ ^ 2 := by positivity
  constructor
  · intro hlt
    by_contra hc
    have hz := z.2 fun k => by_contra fun hk => hc ⟨k, hk⟩
    linarith
  · rintro ⟨k, hk⟩
    have hpos := lt_of_le_of_ne s0 (Ne.symm fun h0 => hk (z.1 h0 k))
    linarith

/-- Pythagorean relation: if `τ` commutes with every projector, then
`Tr (ρ - τ)² = Tr (ρ - σ)² + Tr (σ - τ)²`, with `σ` the unread measured state of `ρ`. -/
theorem pythagoras (h : IsProjectiveMeasurement P) (ρ τ : Matrix n n ℂ)
    (hτ : ∀ k, P k * τ = τ * P k) :
    ((ρ - τ) * (ρ - τ)).trace = ((ρ - unread P ρ) * (ρ - unread P ρ)).trace
      + ((unread P ρ - τ) * (unread P ρ - τ)).trace := by
  have e : unread P (ρ - τ) = unread P ρ - τ := by
    conv_rhs => rw [← (h.unread_eq_self_iff τ).2 hτ]
    simp only [unread, mul_sub, sub_mul, Finset.sum_sub_distrib]
  have hl := h.purity_loss (ρ - τ)
  rw [e, sub_sub_sub_cancel_right] at hl
  linear_combination hl

end IsProjectiveMeasurement

/-- The two projectors of a qubit measurement in the computational basis. -/
def zBasis : Fin 2 → Matrix (Fin 2) (Fin 2) ℂ :=
  ![!![1, 0; 0, 0], !![0, 0; 0, 1]]

/-- The computational-basis projectors form a projective measurement, and leaving it unread
lowers `Tr ρ²` from `1` to `1/2` for the qubit state with all entries `1/2`. -/
theorem zBasis_witness :
    IsProjectiveMeasurement zBasis ∧
      ((!![1/2, 1/2; 1/2, 1/2] : Matrix (Fin 2) (Fin 2) ℂ)
        * !![1/2, 1/2; 1/2, 1/2]).trace = 1 ∧
      (unread zBasis !![1/2, 1/2; 1/2, 1/2]
        * unread zBasis !![1/2, 1/2; 1/2, 1/2]).trace = 1 / 2 := by
  refine ⟨⟨fun k => Matrix.IsHermitian.ext fun i j => ?_, fun j k hjk => ?_, ?_⟩, ?_, ?_⟩
  · fin_cases k <;> fin_cases i <;> fin_cases j <;> simp [zBasis]
  · ext a b
    fin_cases j <;> fin_cases k <;> fin_cases a <;> fin_cases b <;>
      simp_all [zBasis, Matrix.mul_apply, Fin.sum_univ_two]
  · ext a b
    fin_cases a <;> fin_cases b <;> simp [zBasis, Fin.sum_univ_two]
  · norm_num [Matrix.trace_fin_two, Matrix.mul_apply, Fin.sum_univ_two]
  · norm_num [unread, zBasis, Matrix.trace_fin_two, Matrix.mul_apply, Fin.sum_univ_two]

/-- For the non-Hermitian matrix with a single entry `1` above the diagonal, `Tr A²` does
not change in the computational-basis measurement, yet `A` does not commute with the first
projector. -/
theorem hermitian_needed :
    ((!![0, 1; 0, 0] : Matrix (Fin 2) (Fin 2) ℂ) * !![0, 1; 0, 0]).trace
        - (unread zBasis !![0, 1; 0, 0] * unread zBasis !![0, 1; 0, 0]).trace = 0 ∧
      zBasis 0 * !![0, 1; 0, 0] ≠ !![0, 1; 0, 0] * zBasis 0 := by
  constructor
  · simp [unread, zBasis, Matrix.trace_fin_two, Fin.sum_univ_two]
  · intro h
    have h01 := congrFun (congrFun h 0) 1
    simp [zBasis, Matrix.mul_apply, Fin.sum_univ_two] at h01

end UnreadMeasurement
```

## Purity loss and commutation

The main theorem, `purity_loss_eq_and_zero_iff`, says that for Hermitian \(\rho\)

\[
\mathrm{Tr}\,\rho^2-\mathrm{Tr}\,\sigma^2=\mathrm{Tr}\,(\rho-\sigma)^2,
\]

and that this loss is zero if and only if \(P_k\rho=\rho P_k\) for every \(k\). Since \(\rho-\sigma\) is Hermitian, the right-hand side is the sum of the squared moduli of its entries, which is the squared Hilbert–Schmidt distance between \(\rho\) and \(\sigma\).

The finite type `ι` labels the outcomes and `n` labels the basis states. The structure `IsProjectiveMeasurement` holds the three conditions on the \(P_k\), which may have any rank, and `unread P ρ` is \(\sigma\). Traces are complex numbers, so `purity_lt_iff` compares real parts: the purity drops strictly exactly when some \(P_k\) fails to commute with \(\rho\). The number \(\mathrm{Tr}\,\rho^2\) is the usual purity when \(\rho\) is a density matrix, that is, when it is also positive semidefinite with \(\mathrm{Tr}\,\rho=1\).

For an ideal measurement in a finite-dimensional space, the loss measures the coherence between different outcomes that the measurement destroys. That the measurement acts on the state as \(\rho\mapsto\sum_k P_k\rho P_k\) is a physical idealisation, which enters through the definition of `unread`; a detector that absorbs the photon it registers, for example, does not act in this way.

## From orthogonal projectors to the identity

Completeness and orthogonality give idempotence (`idem`):

\[
P_k=P_k\sum_j P_j=\sum_j P_kP_j=P_k^2 .
\]

Write \(D(A)=\sum_k P_kAP_k\) for any square matrix \(A\). Multiplying by one projector removes all terms but one (`block`):

\[
P_kD(A)=P_kAP_k=D(A)P_k .
\]

For square matrices \(A\) and \(B\), this, idempotence and the cyclicity of the trace yield `trace_mul_unread`:

\[
\begin{aligned}
\mathrm{Tr}\,D(A)D(B)&=\sum_k\mathrm{Tr}\,P_kAP_kD(B)=\sum_k\mathrm{Tr}\,P_kAP_kBP_k\\
&=\sum_k\mathrm{Tr}\,AP_kBP_k=\mathrm{Tr}\,A\,D(B).
\end{aligned}
\]

In Lean, `key` is the equality of the individual terms, and the `calc` block sums them. With \(A=B=\rho\) it reads \(\mathrm{Tr}\,\rho\sigma=\mathrm{Tr}\,\sigma^2\), so

\[
\mathrm{Tr}(\rho-\sigma)^2=\mathrm{Tr}\,\rho^2-2\,\mathrm{Tr}\,\rho\sigma+\mathrm{Tr}\,\sigma^2=\mathrm{Tr}\,\rho^2-\mathrm{Tr}\,\sigma^2 .
\]

This is `purity_loss`, valid for every square matrix; `linear_combination` does the final algebra.

## When nothing is lost

If \(\rho\) is Hermitian, so is \(\sigma\) (`unread_isHermitian`), and hence so is \(X=\rho-\sigma\). By `trace_sq_eq_sum`,

\[
\mathrm{Tr}\,X^2=\sum_{i,j}X_{ij}X_{ji}=\sum_{i,j}|X_{ij}|^2 .
\]

A zero loss therefore makes every entry of \(X\) vanish, which the main proof extracts first by row and then by column. Thus the loss is zero exactly when \(\sigma=\rho\).

The lemma `unread_eq_self_iff` turns this into commutation. If \(\sigma=\rho\), then \(P_k\rho=P_k\sigma=\sigma P_k=\rho P_k\). Conversely, if all \(P_k\) commute with \(\rho\), then \(\sigma=\sum_k\rho P_k^2=\rho\sum_k P_k=\rho\). The strict version follows because the loss is a sum of non-negative terms.

If \(\tau\) commutes with every \(P_k\), then \(D(\rho-\tau)=\sigma-\tau\). Applying `purity_loss` to \(\rho-\tau\) gives `pythagoras`:

\[
\mathrm{Tr}(\rho-\tau)^2=\mathrm{Tr}(\rho-\sigma)^2+\mathrm{Tr}(\sigma-\tau)^2 .
\]

## A qubit, a non-Hermitian matrix and a single outcome

In `zBasis_witness`, the pure state \((|0\rangle+|1\rangle)/\sqrt2\) is measured in the computational basis. The two off-diagonal entries \(1/2\) of its density matrix disappear, and the purity falls from \(1\) to \(1/2\).

The theorem `hermitian_needed` takes \(A=|0\rangle\langle1|\). Both \(A^2\) and \(D(A)\) are zero, so there is no loss, yet \(A\) does not commute with \(|0\rangle\langle0|\). The commutation criterion thus fails for general square matrices.

A measurement with a single outcome has \(P=I\). Then \(\sigma=\rho\), the loss is zero, and the commutation condition holds trivially.

## Assuming idempotence instead of orthogonality

A measurement could also be defined by Hermitian idempotents summing to the identity. This describes the same families, but orthogonality would then be a theorem, provable for instance by a positivity argument, whereas here idempotence follows from one line of algebra.

```lean
#print axioms UnreadMeasurement.IsProjectiveMeasurement.purity_loss_eq_and_zero_iff
#print axioms UnreadMeasurement.IsProjectiveMeasurement.purity_lt_iff
#print axioms UnreadMeasurement.IsProjectiveMeasurement.pythagoras
#print axioms UnreadMeasurement.hermitian_needed
```

```
'UnreadMeasurement.IsProjectiveMeasurement.purity_loss_eq_and_zero_iff' depends on axioms: [propext, Classical.choice, Quot.sound]
'UnreadMeasurement.IsProjectiveMeasurement.purity_lt_iff' depends on axioms: [propext, Classical.choice, Quot.sound]
'UnreadMeasurement.IsProjectiveMeasurement.pythagoras' depends on axioms: [propext, Classical.choice, Quot.sound]
'UnreadMeasurement.hermitian_needed' depends on axioms: [propext, Classical.choice, Quot.sound]
```
